# The gradient of ‖∇E‖² is 2 Hess E ∇E for C² energies, and a minimum of ‖∇E‖² need not be a stationary point of E

## Energy, gradient, Hessian and objective

Let $V$ be a real Hilbert space with inner product $\langle\cdot,\cdot\rangle$; the usual case is $\mathbb{R}^n$, a space of $n$ real variational parameters. An energy function is a map $E:V\to\mathbb{R}$ with differential $DE(x)$, a linear functional on $V$. Its gradient $g(x)=\nabla E(x)$ is the vector with $\langle g(x),v\rangle=DE(x)[v]$ for every $v$. The Hessian $H(x)$ is the derivative of the field $g$, a linear operator on $V$. The square-gradient objective is
$$\varphi(x)=\|g(x)\|^2,$$
without a factor $\tfrac12$, which is why a factor 2 appears in its gradient.

In state-specific excited-state methods such as ΔSCF, the state sought is often a saddle point of the energy, where plain minimisation slides away. Minimising $\varphi$ can hold on to such a point when there are finitely many real parameters and the Hessian there is nonsingular, but it can also stop where the energy is not stationary at all.

Completeness of $V$ is the first hypothesis. It guarantees that each continuous linear functional is represented by a vector; without it a differentiable energy might have no gradient vector. Every finite-dimensional inner product space is complete, so for a finite parameter set this costs nothing.

```lean
import Mathlib

open Filter Topology

namespace SquareGradientObjective

noncomputable section

variable {V : Type*} [NormedAddCommGroup V] [InnerProductSpace ℝ V] [CompleteSpace V]
```

The objective $\varphi$ is `sqGrad E`, and $H(x)$ is `hess E x`, a continuous linear operator and not a matrix, so no basis is chosen.

```lean
/-- The square-gradient objective `‖∇E‖²` of an energy function `E`. -/
def sqGrad (E : V → ℝ) (x : V) : ℝ := ‖gradient E x‖ ^ 2

/-- The Hessian of `E` at `x`, as the linear operator that differentiates the gradient field. -/
def hess (E : V → ℝ) (x : V) : V →L[ℝ] V := fderiv ℝ (gradient E) x
```

The map from a functional to its representing vector is `riesz V`. It is linear and does not increase norms, so it can be carried through a derivative.

```lean
variable (V) in
/-- The Riesz map, which turns a differential into the vector representing it. -/
def riesz : (V →L[ℝ] ℝ) →L[ℝ] V :=
  LinearMap.mkContinuous
    { toFun := fun l => (InnerProductSpace.toDual ℝ V).symm l
      map_add' := fun a b => map_add _ a b
      map_smul' := fun c a => by simp }
    1 (fun l => by simp)
```

## Two continuous derivatives

The hypothesis `ContDiff ℝ 2 E` says that forces and curvatures exist everywhere and that the curvatures vary continuously. No third derivative is needed, because $\varphi$ contains only first derivatives of $E$ and is differentiated once.

By hand, the hypothesis is used twice. First, it makes $g$ differentiable. Since $g$ is the Riesz map applied to $DE$, and $DE$ is continuously differentiable, the chain rule gives
$$\langle H(x)u,v\rangle=D^2E(x)[u,v],$$
where the right-hand side is the derivative of $DE$ in direction $u$, evaluated on $v$. Second, mixed derivatives are equal, $D^2E(x)[u,v]=D^2E(x)[v,u]$, so $H(x)$ is symmetric:
$$\langle H(x)u,v\rangle=\langle u,H(x)v\rangle .$$

The next three theorems follow this order. `hasFDerivAt_gradient` composes the derivative of `fderiv ℝ E` with the Riesz map, `inner_hess` reads off the matrix elements, and `hess_symm` turns both sides into second derivatives and exchanges the two directions.

```lean
/-- The gradient field of a C² energy is differentiable, and its derivative is the second
differential of the energy followed by the Riesz map. -/
theorem hasFDerivAt_gradient {E : V → ℝ} (hE : ContDiff ℝ 2 E) (x : V) :
    HasFDerivAt (gradient E) ((riesz V).comp (fderiv ℝ (fderiv ℝ E) x)) x := by
  have h1 : Differentiable ℝ (fderiv ℝ E) :=
    (hE.fderiv_right (m := 1) one_add_one_eq_two.le).differentiable (by norm_num)
  exact (riesz V).hasFDerivAt.comp x (h1 x).hasFDerivAt

/-- The matrix elements of the Hessian are the second derivatives of the energy. -/
theorem inner_hess {E : V → ℝ} (hE : ContDiff ℝ 2 E) (x u v : V) :
    inner ℝ (hess E x u) v = fderiv ℝ (fderiv ℝ E) x u v := by
  rw [hess, (hasFDerivAt_gradient hE x).fderiv]
  exact InnerProductSpace.toDual_symm_apply

/-- The Hessian of a C² energy is a symmetric operator. -/
theorem hess_symm {E : V → ℝ} (hE : ContDiff ℝ 2 E) (x u v : V) :
    inner ℝ (hess E x u) v = inner ℝ u (hess E x v) := by
  rw [inner_hess hE, real_inner_comm, inner_hess hE]
  exact (hE.contDiffAt.isSymmSndFDerivAt (by simp)) u v
```

Now displace $x$ by a small $v$. Since $g(x+v)=g(x)+H(x)v+o(\|v\|)$,
$$\varphi(x+v)=\varphi(x)+2\langle g(x),H(x)v\rangle+o(\|v\|)
=\varphi(x)+\langle 2H(x)g(x),v\rangle+o(\|v\|).$$
The last step moves $H(x)$ across the inner product by symmetry. The vector paired with $v$ is the gradient:
$$\nabla\varphi(x)=2H(x)g(x).$$

The theorem `hasGradientAt_sqGrad` states both that $\varphi$ has a gradient at $x$ and that it is this vector. In the proof, `hg.norm_sq` supplies the derivative of the squared norm, `ext v` tests the two functionals on an arbitrary displacement, and `hs` is the symmetry used above.

```lean
/-- The gradient of the square-gradient objective is twice the Hessian of the energy applied
to the gradient of the energy. -/
theorem hasGradientAt_sqGrad {E : V → ℝ} (hE : ContDiff ℝ 2 E) (x : V) :
    HasGradientAt (sqGrad E) ((2 : ℝ) • hess E x (gradient E x)) x := by
  have hg : HasFDerivAt (gradient E) (hess E x) x :=
    (hasFDerivAt_gradient hE x).differentiableAt.hasFDerivAt
  rw [hasGradientAt_iff_hasFDerivAt]
  -- chain rule for the squared norm, then symmetry of the Hessian
  refine hg.norm_sq.congr_fderiv ?_
  ext v
  have hs := hess_symm hE x (gradient E x) v
  simp [hs]
```

If the curvature jumps, the objective can have a corner. Take $E(x)=x+\tfrac12x|x|$ on the line, with continuous slope $1+|x|$ and a curvature that jumps from $-1$ to $1$ at the origin. Then $\varphi(x)=(1+|x|)^2$ has no derivative at $0$. A potential with continuous forces but a jump in curvature at a switching radius can behave in the same way.

### A saddle with numbers

On $\mathbb{R}^2$ let $E(x,y)=x^2+xy-y^2$. Then
$$g=\begin{pmatrix}2x+y\\ x-2y\end{pmatrix},\qquad H=\begin{pmatrix}2&1\\1&-2\end{pmatrix}.$$
At $(1,0)$ the gradient is $(2,1)$, and $2Hg=2\,(5,0)=(10,0)$. Directly, $\varphi=(2x+y)^2+(x-2y)^2=5x^2+5y^2$, whose gradient at $(1,0)$ is also $(10,0)$. The Hessian has eigenvalues $\pm\sqrt5$, so the origin is a saddle of $E$, yet it is the bottom of a round bowl for $\varphi$.

## Sitting at a local minimum of the objective

The hypothesis `IsLocalMin (sqGrad E) x` describes the point at which an ideal minimisation of $\varphi$ has come to rest. There the derivative of $\varphi$ vanishes, so $2H(x)g(x)=0$ and therefore
$$H(x)g(x)=0.$$
Either the energy is stationary, or its gradient is a nonzero vector along which the Hessian gives zero. Convergence of the minimiser does not by itself decide between the two; the size of $g(x)$ does.

In the proof, `hmin.hasFDerivAt_eq_zero` is the vanishing of the derivative at a local minimum. Injectivity of the map from vectors to functionals turns this into a statement about the vector $2H(x)g(x)$, and the factor 2 is then removed. At a point that is not stationary for $\varphi$ the conclusion fails, as at $(1,0)$ in the saddle example, where $Hg=(5,0)$.

```lean
/-- At a local minimum of the square-gradient objective, the Hessian of the energy annihilates
the gradient of the energy. -/
theorem hess_gradient_eq_zero_of_isLocalMin {E : V → ℝ} (hE : ContDiff ℝ 2 E) {x : V}
    (hmin : IsLocalMin (sqGrad E) x) : hess E x (gradient E x) = 0 := by
  have h := hmin.hasFDerivAt_eq_zero (hasGradientAt_sqGrad hE x).hasFDerivAt
  have h2 : (2 : ℝ) • hess E x (gradient E x) = 0 :=
    (InnerProductSpace.toDual ℝ V).injective (by rw [h, map_zero])
  exact (smul_eq_zero.mp h2).resolve_left two_ne_zero
```

## No zero eigenvalue of the Hessian

The hypothesis `Function.Injective (hess E x)` says that $H(x)v=0$ only for $v=0$. In finite dimension this means that no eigenvalue of the Hessian is zero; negative eigenvalues are allowed. At a stationary point in orbital parameters it requires removing redundant rotations, which leave the energy unchanged and produce zero modes there.

With this hypothesis, $2H(x)g(x)=0$ forces $g(x)=0$. The converse is immediate, so
$$\nabla\varphi(x)=0\iff\nabla E(x)=0 .$$
The proof of `stationary_iff` rewrites the gradient of the objective by the main formula, cancels the 2, and uses injectivity in `map_eq_zero_iff`. Without injectivity the forward implication can fail, and the cubic energy below is a case of this.

```lean
/-- Where the Hessian is injective, the square-gradient objective is stationary exactly when
the energy is stationary. -/
theorem stationary_iff {E : V → ℝ} (hE : ContDiff ℝ 2 E) {x : V}
    (hinj : Function.Injective (hess E x)) :
    gradient (sqGrad E) x = 0 ↔ gradient E x = 0 := by
  rw [(hasGradientAt_sqGrad hE x).gradient, smul_eq_zero_iff_right (two_ne_zero' ℝ)]
  exact map_eq_zero_iff _ hinj
```

## A stationary target in finitely many dimensions

The theorem `strict_local_min_of_stationary` starts from the other end. It assumes that $x$ is the state one wants, `gradient E x = 0`, that the Hessian there is injective, and that $V$ is finite-dimensional. It concludes that every $y\neq x$ sufficiently close to $x$ has $\varphi(y)>\varphi(x)$, which is the meaning of `∀ᶠ y in 𝓝 x`.

The quadratic picture explains the result. For small $v$, $\varphi(x+v)\approx\|H(x)v\|^2$, and an eigenvalue $\lambda$ of the Hessian enters as $\lambda^2$. Upward and downward curvatures both become upward.

For the full argument, finite dimension and injectivity give a constant $K>0$ with $\|z\|\le K\|H(x)z\|$ for all $z$. Because $g(x)=0$, differentiability of $g$ gives, for $y$ close enough to $x$,
$$\|g(y)-H(x)(y-x)\|\le\frac{1}{2K}\|y-x\|.$$
Suppose $g(y)=0$ for such a $y\ne x$. Then
$$\|y-x\|\le K\|H(x)(y-x)\|\le\tfrac12\|y-x\|,$$
which is impossible for a positive distance. Hence $g(y)\neq0$, and $\varphi(y)>0=\varphi(x)$.

In the Lean proof, `exists_antilipschitzWith` provides $K$, `hb` is the lower bound, and `hg.isLittleO.def hc` is the estimate of the remainder. The block for `hgy` derives the contradiction.

```lean
/-- In finite dimension, a stationary point of the energy with injective Hessian is a strict
local minimum of the square-gradient objective, whatever the signs of the curvatures. -/
theorem strict_local_min_of_stationary [FiniteDimensional ℝ V] {E : V → ℝ}
    (hE : ContDiff ℝ 2 E) {x : V} (hx : gradient E x = 0)
    (hinj : Function.Injective (hess E x)) :
    ∀ᶠ y in 𝓝 x, y ≠ x → sqGrad E x < sqGrad E y := by
  have hg : HasFDerivAt (gradient E) (hess E x) x :=
    (hasFDerivAt_gradient hE x).differentiableAt.hasFDerivAt
  -- an injective operator in finite dimension is bounded below
  obtain ⟨K, hK, hA⟩ := (hess E x : V →ₗ[ℝ] V).exists_antilipschitzWith
    (LinearMap.ker_eq_bot.mpr hinj)
  have hK' : (0 : ℝ) < K := by exact_mod_cast hK
  have hb : ∀ z, ‖z‖ ≤ K * ‖hess E x z‖ := fun z => by
    simpa [dist_zero_right] using hA.le_mul_dist z 0
  have hc : (0 : ℝ) < 1 / (2 * K) := by positivity
  filter_upwards [hg.isLittleO.def hc] with y hy hne
  -- a second zero of the gradient this close to `x` would violate the lower bound
  have hgy : gradient E y ≠ 0 := by
    intro h0
    simp only [h0, hx, sub_zero, zero_sub, norm_neg] at hy
    have h2 := hb (y - x)
    have hpos : 0 < ‖y - x‖ := norm_pos_iff.mpr (sub_ne_zero.mpr hne)
    have h3 := mul_le_mul_of_nonneg_left hy hK'.le
    have h4 : (K : ℝ) * (1 / (2 * K) * ‖y - x‖) = ‖y - x‖ / 2 := by
      field_simp
    linarith
  have hp := pow_pos (norm_pos_iff.mpr hgy) 2
  simp only [sqGrad, hx, norm_zero]
  nlinarith [hp]
```

Each assumption has its own role:

- **Stationarity** makes $\varphi(x)=0$. If $g(x)\ne0$ while the Hessian is injective, then $H(x)g(x)\neq0$ and $x$ is not a local minimum of $\varphi$ at all.
- **Injectivity** isolates the stationary point. For $E(x,y)=x^2$ on $\mathbb{R}^2$ the whole line $x=0$ is stationary, so $\varphi=4x^2$ has a valley and no strict minimum. Injectivity is sufficient, not necessary: $E(x)=x^4$ has zero curvature at $0$, and $\varphi=16x^6$ still has a strict minimum there.
- **Finite dimension** provides $K$. On the space of square-summable sequences, take $E(x)=\sum_{n\ge1}\left(\frac{x_n^2}{2n}-\frac{x_n^3}{3}\right)$. The gradient has components $x_n/n-x_n^2$, and the Hessian at $0$ multiplies the $n$th component by $1/n$, which is injective. Yet for every $n$ the sequence with the single nonzero entry $x_n=1/n$ is another stationary point. These points approach $0$, so $0$ is not a strict local minimum of $\varphi$.

## A positive linear term in the cubic energy

The model energy on the line is $E(x)=x^3+ax$, where $a$ is the slope at the origin. The condition $a>0$ tilts the curve enough that it rises everywhere, so there is no stationary state to find.

```lean
/-- The cubic model energy `x³ + a x` on the line. -/
def cubic (a x : ℝ) : ℝ := x ^ 3 + a * x
```

On $\mathbb{R}$ the gradient is the ordinary derivative, $E'(x)=3x^2+a$, which `gradient_cubic` obtains from the power and product-with-a-constant rules.

```lean
/-- The slope of the cubic model energy is `3 x² + a`. -/
theorem gradient_cubic (a x : ℝ) : gradient (cubic a) x = 3 * x ^ 2 + a := by
  have h : HasDerivAt (cubic a) (3 * x ^ 2 + a) x :=
    ((hasDerivAt_pow 3 x).fun_add ((hasDerivAt_id' x).const_mul a)).congr_deriv (by norm_num)
  simpa using h.hasGradientAt.gradient
```

For $a>0$ this slope is at least $a$, hence never zero. The objective satisfies
$$\varphi(x)-\varphi(0)=(3x^2+a)^2-a^2=6ax^2+9x^4,$$
which is positive for every $x\neq0$. So $\varphi$ has a unique global minimum at $x=0$, with value $a^2$, while the slope of the energy there is $a$. For $a=1$ the energy is $x^3+x$ and the minimiser settles at a point of slope 1.

This agrees with the condition $H(x)g(x)=0$: the curvature $6x$ vanishes at $x=0$, so the product vanishes although the slope does not. Even a search that finds the global minimum of $\varphi$ must therefore check that the minimum value is zero.

The three parts of `cubic_spurious_minimum` are the absence of stationary points, the slope at the origin, and the strict inequality for all $x\ne0$. The sign of $a$ enters through `positivity` in the first part and through `mul_pos ha hx2`, the positivity of $ax^2$, in the last.

```lean
/-- For `a > 0` the cubic model energy has no stationary point, yet its square-gradient
objective has a unique global minimum, at `x = 0`, where the slope of the energy is `a`. -/
theorem cubic_spurious_minimum {a : ℝ} (ha : 0 < a) :
    (∀ x, gradient (cubic a) x ≠ 0) ∧ gradient (cubic a) 0 = a ∧
      ∀ x, x ≠ 0 → sqGrad (cubic a) 0 < sqGrad (cubic a) x := by
  refine ⟨fun x => ?_, ?_, fun x hx => ?_⟩
  · rw [gradient_cubic]
    positivity
  · rw [gradient_cubic]
    ring
  · have hx2 : 0 < x ^ 2 := by positivity
    simp only [sqGrad, gradient_cubic, Real.norm_eq_abs, sq_abs]
    nlinarith [mul_pos ha hx2, sq_nonneg (x ^ 2)]

end

end SquareGradientObjective
```

If $a=0$, the origin is a genuine stationary point of $E$, an inflection, and $\varphi=9x^4$ reaches zero there. If $a<0$, the energy has two stationary points at $x=\pm\sqrt{-a/3}$. The objective is zero at both, and the origin becomes a local maximum of $\varphi$. The spurious minimum thus belongs to the case in which the two stationary points have merged and disappeared.

```lean
#print axioms SquareGradientObjective.hess_gradient_eq_zero_of_isLocalMin
#print axioms SquareGradientObjective.stationary_iff
#print axioms SquareGradientObjective.strict_local_min_of_stationary
#print axioms SquareGradientObjective.cubic_spurious_minimum
```

```
'SquareGradientObjective.hess_gradient_eq_zero_of_isLocalMin' depends on axioms: [propext, Classical.choice, Quot.sound]
'SquareGradientObjective.stationary_iff' depends on axioms: [propext, Classical.choice, Quot.sound]
'SquareGradientObjective.strict_local_min_of_stationary' depends on axioms: [propext, Classical.choice, Quot.sound]
'SquareGradientObjective.cubic_spurious_minimum' depends on axioms: [propext, Classical.choice, Quot.sound]
```
